# Full self-repulsion removes polaron binding in a one-parameter scaling model

For an orbital of fixed shape that can only contract or spread, lattice polarization binds a carrier with energy −(1/a − 1/b)²W²/(4T). If the carrier also feels its full self-repulsion, screened only by the high-frequency dielectric constant, every size has positive energy and the binding is gone. Here T > 0 is the kinetic energy of a reference orbital, W > 0 is its bare Hartree self-repulsion energy (including the usual factor 1/2), and 0 < a < b are the high-frequency and static dielectric constants, usually written ε_∞ and ε₀.

## A carrier in a polarizable lattice

An extra electron in an ionic crystal displaces the ions, and the displaced ions attract it. Contracting its orbital by a factor s > 0 multiplies the kinetic energy by s² and Coulomb energies by s. In linear response the lattice contributes −scW, where c = 1/a − 1/b removes the electronic screening already present with the ions fixed.

An approximate density functional may fail to cancel the electron's repulsion from its own density. With the ions fixed, the other electrons screen this repulsion to sW/a. Let α be the fraction of it left over, so that α = 0 means no self-interaction and α = 1 the full error. This α is not the Fröhlich coupling constant. The energy is

E(s) = s²T − scW + αsW/a.

In density-functional calculations of polarons, such a residue favours delocalized carriers; the model shows the effect for a single scaled orbital in a linear dielectric.

## Binding below a critical fraction

Collect the Coulomb terms with g = c − α/a:

E(s) = s²T − sgW.

Multiplying g by ab gives

g·ab = b − a − αb,

so g > 0 exactly when αb < b − a. Completing the square,

E(s) = T(s − gW/(2T))² − g²W²/(4T).

If g > 0, the minimum −g²W²/(4T) is reached at s = gW/(2T), which is positive.

If g ≤ 0, put k = −gW ≥ 0. Then E(s) = s²T + sk > 0 for every s > 0. The infimum is still zero: given m > 0, take s = m/(m + T + k), which lies between 0 and 1. Then

E(s) ≤ s(T + k) = m − sm < m.

The carrier lowers its energy by spreading without limit.

At a stationary scale, 2sT − gW = 0. Multiplying by s gives sgW = 2s²T, hence E(s) = −s²T, the virial relation.

For α = 0, g = c and the minimum is the polaron energy stated at the start. For α = 1, g = −1/b and E(s) = s²T + sW/b.

## The statement in Lean

`polaronEnergy T W a b α s` is E(s), `pekarFactor a b` is c, and `netAttraction a b α` is g. All quantities are real numbers. The set `polaronEnergy T W a b α '' Ioi 0` collects the energies at all s > 0. `IsLeast` says that a value belongs to this set and bounds it from below; `IsGLB` gives an infimum that need not be attained.

`self_interaction_destroys_polaron` treats α = 0 and α = 1. `binds_iff` covers every real α: a negative energy exists if and only if αb < b − a. Zero energy is that of the infinitely spread carrier.

The scaling law is built into the definition of the energy. Changing the orbital's shape changes T and W, and so can change the minimum energy, but it leaves the criterion αb < b − a as it is. Applying the model to a real crystal further assumes an effective-mass carrier, slow ions and a fraction α that is the same for every orbital size, with the lattice treated as a continuous, isotropic, linear dielectric.

## Equal dielectric constants

The condition a < b cannot be weakened to a ≤ b. With a = b = T = W = 1 and α = 0, the energy is s². The formula would give a minimum of zero, but no s > 0 attains it: without ionic polarization there is nothing to bind the carrier.

## The complete file

```lean
import Mathlib

open Set

namespace PolaronSelfInteraction

noncomputable section

/-- The Pekar factor `1/a - 1/b` for high-frequency dielectric constant `a` and static
dielectric constant `b`, both nonzero. -/
def pekarFactor (a b : ℝ) : ℝ := 1 / a - 1 / b

/-- Energy of a carrier whose orbital is contracted by the factor `s`: kinetic energy `s² T`,
lattice polarization energy, and a fraction `α` of the screened self-repulsion `s W / a`.
The dielectric constants `a` and `b` are nonzero. -/
def polaronEnergy (T W a b α s : ℝ) : ℝ :=
  s ^ 2 * T - s * pekarFactor a b * W + α * (s * W / a)

/-- Strength of the Coulomb attraction left after a fraction `α` of the self-repulsion is
subtracted from the polarization term, for nonzero `a` and `b`. -/
def netAttraction (a b α : ℝ) : ℝ := pekarFactor a b - α / a

/-- The polaron energy is the kinetic term minus the net attraction, which is linear in the
contraction factor. -/
theorem polaronEnergy_eq (T W a b α s : ℝ) :
    polaronEnergy T W a b α s = s ^ 2 * T - s * netAttraction a b α * W := by
  unfold polaronEnergy netAttraction
  ring

/-- For positive dielectric constants the net interaction is attractive exactly when the
self-interaction fraction satisfies `α b < b - a`. -/
theorem netAttraction_pos_iff {a b : ℝ} (α : ℝ) (ha : 0 < a) (hb : 0 < b) :
    0 < netAttraction a b α ↔ α * b < b - a := by
  have hab : 0 < a * b := mul_pos ha hb
  -- clear the two denominators
  have key : netAttraction a b α * (a * b) = b - a - α * b := by
    have h1 : a⁻¹ * a = 1 := inv_mul_cancel₀ ha.ne'
    have h2 : b⁻¹ * b = 1 := inv_mul_cancel₀ hb.ne'
    simp only [netAttraction, pekarFactor, div_eq_mul_inv, one_mul]
    linear_combination (b - α * b) * h1 - a * h2
  constructor
  · intro h
    have := mul_pos h hab
    linarith
  · intro h
    by_contra hn
    have := mul_nonneg (neg_nonneg.2 (not_lt.1 hn)) hab.le
    linarith

/-- For positive `T`, `W`, `a`, `b` and `α b < b - a`, the lowest energy over all contractions
is minus the squared net attraction times `W² / (4T)`, and it is attained. -/
theorem isLeast_energy {T W a b α : ℝ} (hT : 0 < T) (hW : 0 < W) (ha : 0 < a) (hb : 0 < b)
    (hα : α * b < b - a) :
    IsLeast (polaronEnergy T W a b α '' Ioi 0)
      (-(netAttraction a b α ^ 2 * W ^ 2 / (4 * T))) := by
  have hn := (netAttraction_pos_iff α ha hb).2 hα
  -- complete the square in the contraction factor
  have square : ∀ s, polaronEnergy T W a b α s =
      T * (s - netAttraction a b α * W / (2 * T)) ^ 2
        - netAttraction a b α ^ 2 * W ^ 2 / (4 * T) := by
    intro s
    rw [polaronEnergy_eq]
    field_simp
    ring
  constructor
  · refine ⟨netAttraction a b α * W / (2 * T),
      div_pos (mul_pos hn hW) (by linarith), ?_⟩
    rw [square]
    ring
  · rintro _ ⟨s, _, rfl⟩
    rw [square]
    have := mul_nonneg hT.le (sq_nonneg (s - netAttraction a b α * W / (2 * T)))
    linarith

/-- For positive `T`, `W`, `a`, `b` and `b - a ≤ α b`, every contraction has positive energy,
and the infimum of the energy is zero. -/
theorem binding_lost {T W a b α : ℝ} (hT : 0 < T) (hW : 0 < W) (ha : 0 < a) (hb : 0 < b)
    (hα : b - a ≤ α * b) :
    (∀ s, 0 < s → 0 < polaronEnergy T W a b α s) ∧
      IsGLB (polaronEnergy T W a b α '' Ioi 0) 0 := by
  have hn : netAttraction a b α ≤ 0 :=
    not_lt.1 fun h => not_lt_of_ge hα ((netAttraction_pos_iff α ha hb).1 h)
  have hk : 0 ≤ -netAttraction a b α * W := mul_nonneg (neg_nonneg.2 hn) hW.le
  have hpos : ∀ s, 0 < s → 0 < polaronEnergy T W a b α s := by
    intro s hs
    rw [polaronEnergy_eq]
    have h1 : 0 < s ^ 2 * T := mul_pos (pow_pos hs 2) hT
    have h2 := mul_nonneg hs.le hk
    linarith
  refine ⟨hpos, ?_, ?_⟩
  · rintro _ ⟨s, hs, rfl⟩
    exact (hpos s hs).le
  · intro m hm
    by_contra hcon
    have hm0 : 0 < m := not_le.1 hcon
    -- a sufficiently spread-out orbital has energy below any positive `m`
    have hD : 0 < m + T + -netAttraction a b α * W := by linarith
    obtain ⟨s, hsdef⟩ : ∃ s, s = m / (m + T + -netAttraction a b α * W) := ⟨_, rfl⟩
    have hs : 0 < s := by rw [hsdef]; exact div_pos hm0 hD
    have hs1 : s < 1 := by rw [hsdef]; exact (div_lt_one hD).2 (by linarith)
    have hsD : s * (m + T + -netAttraction a b α * W) = m := by
      rw [hsdef]; exact div_mul_cancel₀ m hD.ne'
    have hle : m ≤ polaronEnergy T W a b α s := hm ⟨s, hs, rfl⟩
    rw [polaronEnergy_eq] at hle
    have h1 : 0 ≤ s * (1 - s) * T := mul_nonneg (mul_nonneg hs.le (by linarith)) hT.le
    have h2 : 0 < s * m := mul_pos hs hm0
    nlinarith

/-- For positive `T`, `W`, `a`, `b`, some contraction has negative energy if and only if the
self-interaction fraction satisfies `α b < b - a`. -/
theorem binds_iff {T W a b : ℝ} (α : ℝ) (hT : 0 < T) (hW : 0 < W) (ha : 0 < a) (hb : 0 < b) :
    (∃ s, 0 < s ∧ polaronEnergy T W a b α s < 0) ↔ α * b < b - a := by
  constructor
  · rintro ⟨s, hs, hE⟩
    by_contra h
    have := (binding_lost hT hW ha hb (not_lt.1 h)).1 s hs
    linarith
  · intro h
    have hn := (netAttraction_pos_iff α ha hb).2 h
    obtain ⟨s, hs, hE⟩ := (isLeast_energy hT hW ha hb h).1
    have hv : 0 < netAttraction a b α ^ 2 * W ^ 2 / (4 * T) :=
      div_pos (mul_pos (pow_pos hn 2) (pow_pos hW 2)) (by linarith)
    exact ⟨s, hs, by rw [hE]; linarith⟩

/-- Virial relation: where the energy is stationary under contraction, the net attraction
energy is twice the kinetic energy in size, and the total energy is minus the kinetic energy. -/
theorem virial {T W a b α s : ℝ} (h : HasDerivAt (polaronEnergy T W a b α) 0 s) :
    s * netAttraction a b α * W = 2 * (s ^ 2 * T) ∧
      polaronEnergy T W a b α s = -(s ^ 2 * T) := by
  have hf : polaronEnergy T W a b α =
      fun x => x ^ 2 * T - x * netAttraction a b α * W :=
    funext fun x => polaronEnergy_eq T W a b α x
  have hd : HasDerivAt (fun x : ℝ => x ^ 2 * T - x * netAttraction a b α * W)
      (2 * s * T - netAttraction a b α * W) s :=
    (((hasDerivAt_pow 2 s).mul_const T).fun_sub
      (((hasDerivAt_id' s).mul_const (netAttraction a b α)).mul_const W)).congr_deriv
      (by norm_num)
  rw [hf] at h
  have h0 := h.unique hd
  rw [polaronEnergy_eq]
  constructor
  · linear_combination s * h0
  · linear_combination (-s) * h0

/-- For `T, W > 0` and `0 < a < b`, the polaron energy without self-interaction has minimum
`-(1/a - 1/b)² W² / (4T)`. With the full self-repulsion it equals `s² T + s W / b`, which is
positive at every contraction `s > 0`. -/
theorem self_interaction_destroys_polaron {T W a b : ℝ} (hT : 0 < T) (hW : 0 < W)
    (ha : 0 < a) (hab : a < b) :
    IsLeast (polaronEnergy T W a b 0 '' Ioi 0) (-((1 / a - 1 / b) ^ 2 * W ^ 2 / (4 * T))) ∧
      ∀ s, 0 < s → polaronEnergy T W a b 1 s = s ^ 2 * T + s * W / b ∧
        0 < polaronEnergy T W a b 1 s := by
  have hb : 0 < b := ha.trans hab
  constructor
  · have h := isLeast_energy (α := 0) hT hW ha hb (by linarith)
    have h0 : netAttraction a b 0 = 1 / a - 1 / b := by
      unfold netAttraction pekarFactor
      ring
    rwa [h0] at h
  · intro s hs
    refine ⟨?_, (binding_lost hT hW ha hb (by linarith)).1 s hs⟩
    unfold polaronEnergy pekarFactor
    ring

end

end PolaronSelfInteraction
```

```lean
#print axioms PolaronSelfInteraction.binds_iff
#print axioms PolaronSelfInteraction.virial
#print axioms PolaronSelfInteraction.self_interaction_destroys_polaron
```

```
'PolaronSelfInteraction.binds_iff' depends on axioms: [propext, Classical.choice, Quot.sound]
'PolaronSelfInteraction.virial' depends on axioms: [propext, Classical.choice, Quot.sound]
'PolaronSelfInteraction.self_interaction_destroys_polaron' depends on axioms: [propext, Classical.choice, Quot.sound]
```

## From the square to the binding criterion

`polaronEnergy_eq` collects the Coulomb terms. In `netAttraction_pos_iff`, the identity `key` clears the denominators, and the sign of g follows because ab > 0.

`isLeast_energy` proves the completed square as `square`. Its first part supplies the minimizing s; its second uses that the squared term is nonnegative.

`binding_lost` first shows positivity. For the infimum it supposes that some m > 0 is a lower bound and inserts the explicit s above. The final `nlinarith` finds the contradiction from s(1 − s)T ≥ 0 and sm > 0.

`binds_iff` joins the two cases. `virial` computes the derivative, equates it with zero by uniqueness of derivatives, and multiplies by s, as in the derivation. The last theorem sets α to 0 and 1 and simplifies the expressions.
